# A single plane rotation diagonalizes two real symmetric 2×2 matrices if and only if they commute

A localization routine that keeps rotating a pair of orbitals until the off-diagonal elements of both x and y vanish may never stop. The operators x and y commute, but their matrices in a pair of orbitals need not, and then no angle removes both couplings. In that case a convergence test that expects zero mistakes a property of the matrices for a failure of the optimizer.

## The commutator sets a floor for the residual

Let A and B be real symmetric 2×2 matrices with indices 0 and 1. Write g = A₀₀ − A₁₁ and a = A₀₁ for the diagonal gap and the coupling of A, and h = B₀₀ − B₁₁ and b = B₀₁ for those of B. Three quantities matter:

K = (AB − BA)₀₁ = g b − h a

S = (g² + 4a²) + (h² + 4b²)

r(θ) = a′² + b′²

Here a′ and b′ are the couplings after a rotation by θ. Each bracket in S is the squared eigenvalue splitting of one matrix, called its anisotropy below. At every angle

K² ≤ r (S − 4r),

and if A and B do not commute, then S > 0 and

r(θ) ≥ K²/S > 0.

If they do commute, some angle gives r = 0.

## Pair rotations in orbital localization

Foster–Boys localization of real orbitals can be done by Jacobi sweeps, which treat one pair of orbitals at a time. For each pair, the position components are projected onto the two orbitals, and the angle is chosen to make the sum of their squared diagonal elements as large as possible. A rotation preserves the sum of all squared elements, so this is the same as making the squared off-diagonal elements as small as possible. For two components, that means minimizing r.

A sound stopping test therefore looks at the change in the objective or at its gradient, not at the size of the couplings. When S > 0, the value K²/S takes only a few arithmetic operations and gives a lower bound, in general not the exact minimum, on the residual r for the pair at hand. With x, y and z all present, the bound for any two of them also bounds the total from below.

## Two invariants and the Jacobi angle

Let c = cos θ and s = sin θ. The rotated orbitals have coefficient vectors (c, s) and (−s, c), so

a′ = −cs A₀₀ + (c² − s²) a + cs A₁₁ = a (c² − s²) − g cs

A′₀₀ = c² A₀₀ + 2cs a + s² A₁₁

A′₁₁ = s² A₀₀ − 2cs a + c² A₁₁

g′ = A′₀₀ − A′₁₁ = g (c² − s²) + 4a cs.

With C = c² − s² = cos 2θ and D = 2cs = sin 2θ, these become

a′ = aC − gD/2,  g′ = gC + 2aD,

and likewise for b′ and h′. Two combinations do not depend on the angle. In the first, the terms in CD cancel:

g′b′ − h′a′ = (gb − ha)(C² + D²) = K

g′² + 4a′² = (gC + 2aD)² + (2aC − gD)² = g² + 4a².

The diagonal elements of AB − BA vanish for symmetric A and B, and its lower off-diagonal element is −K. Hence A and B commute exactly when K = 0.

If one angle diagonalizes both matrices, then a′ = b′ = 0, so K = 0 and they commute.

For the converse, first diagonalize a single matrix. Write g = ρ cos φ and 2a = ρ sin φ, and take θ = φ/2. Then

a′ = (ρ/2)(sin φ cos φ − cos φ sin φ) = 0.

Now suppose that A and B commute and that A has non-zero anisotropy. At the Jacobi angle of A we have a′ = 0, so g′² = g² + 4a² ≠ 0. The first invariant reduces to 0 = K = g′b′, which forces b′ = 0. The same angle works for every further matrix that commutes with A, so the argument covers whole families. If no member has non-zero anisotropy, all are multiples of the identity and θ = 0 will do.

The bound follows from the Cauchy–Schwarz inequality, whose defect is a perfect square:

(g′² + h′²)(a′² + b′²) − (g′b′ − h′a′)² = (g′a′ + h′b′)² ≥ 0.

Since g′² + h′² = S − 4r, this is K² ≤ r(S − 4r). If K ≠ 0, then S cannot be zero, because the right-hand side would be −4r². Dropping the term −4r² and dividing by S gives r ≥ K²/S.

For σz and σx, K = 2 and S = 8. The residual is r = cos² 2θ + sin² 2θ = 1 at every angle, so the quadratic bound is an equality, 4 = 1·(8 − 4). The simpler bound K²/S gives only 1/2.

## The Lean file

```lean
import Mathlib

open Matrix

namespace JointPairRotation

noncomputable section

/-- The rotation of a pair of real orbitals by the angle `θ`. -/
def planeRotation (θ : ℝ) : Matrix (Fin 2) (Fin 2) ℝ :=
  !![Real.cos θ, -Real.sin θ; Real.sin θ, Real.cos θ]

/-- The matrix of an operator in the rotated pair of orbitals. -/
def rotated (θ : ℝ) (A : Matrix (Fin 2) (Fin 2) ℝ) : Matrix (Fin 2) (Fin 2) ℝ :=
  (planeRotation θ)ᵀ * A * planeRotation θ

/-- The sum of the squares of the upper off-diagonal elements of two matrices after a pair rotation.
-/
def residual (θ : ℝ) (A B : Matrix (Fin 2) (Fin 2) ℝ) : ℝ :=
  rotated θ A 0 1 ^ 2 + rotated θ B 0 1 ^ 2

/-- The squared diagonal gap plus four times the squared coupling. -/
def anisotropy (A : Matrix (Fin 2) (Fin 2) ℝ) : ℝ :=
  (A 0 0 - A 1 1) ^ 2 + 4 * A 0 1 ^ 2

/-- The two couplings and the diagonal gap of a symmetric matrix after a pair rotation. -/
theorem rotated_entries (θ : ℝ) {A : Matrix (Fin 2) (Fin 2) ℝ} (hA : A.IsSymm) :
    rotated θ A 0 1 = A 0 1 * (Real.cos θ ^ 2 - Real.sin θ ^ 2)
        - (A 0 0 - A 1 1) * (Real.cos θ * Real.sin θ) ∧
    rotated θ A 1 0 = rotated θ A 0 1 ∧
    rotated θ A 0 0 - rotated θ A 1 1 =
      (A 0 0 - A 1 1) * (Real.cos θ ^ 2 - Real.sin θ ^ 2)
        + 4 * A 0 1 * (Real.cos θ * Real.sin θ) := by
  have s : A 1 0 = A 0 1 := hA.apply 0 1
  have r00 : planeRotation θ 0 0 = Real.cos θ := rfl
  have r01 : planeRotation θ 0 1 = -Real.sin θ := rfl
  have r10 : planeRotation θ 1 0 = Real.sin θ := rfl
  have r11 : planeRotation θ 1 1 = Real.cos θ := rfl
  simp only [rotated, Matrix.mul_apply, Fin.sum_univ_two, Matrix.transpose_apply,
    r00, r01, r10, r11, s]
  refine ⟨by ring, by ring, by ring⟩

/-- Two symmetric 2 by 2 matrices commute exactly when the upper off-diagonal element of their
commutator vanishes. -/
theorem commute_iff_entry {A B : Matrix (Fin 2) (Fin 2) ℝ} (hA : A.IsSymm) (hB : B.IsSymm) :
    A * B = B * A ↔ (A * B - B * A) 0 1 = 0 := by
  have sA : A 1 0 = A 0 1 := hA.apply 0 1
  have sB : B 1 0 = B 0 1 := hB.apply 0 1
  constructor
  · intro h
    rw [h, sub_self]
    rfl
  · intro h
    simp only [Matrix.sub_apply, Matrix.mul_apply, Fin.sum_univ_two] at h
    rw [← Matrix.ext_iff]
    simp only [Fin.forall_fin_two, Matrix.mul_apply, Fin.sum_univ_two, sA, sB]
    refine ⟨⟨by ring, ?_⟩, ?_, by ring⟩
    · linear_combination h
    · linear_combination -h

/-- The commutator element is given by the gaps and couplings at any rotation angle, and the
anisotropy of the first matrix is the same at every angle. -/
theorem rotation_invariants (θ : ℝ) {A B : Matrix (Fin 2) (Fin 2) ℝ}
    (hA : A.IsSymm) (hB : B.IsSymm) :
    (A * B - B * A) 0 1 = (rotated θ A 0 0 - rotated θ A 1 1) * rotated θ B 0 1
        - (rotated θ B 0 0 - rotated θ B 1 1) * rotated θ A 0 1 ∧
    anisotropy (rotated θ A) = anisotropy A := by
  obtain ⟨a1, -, a2⟩ := rotated_entries θ hA
  obtain ⟨b1, -, b2⟩ := rotated_entries θ hB
  have hp := Real.sin_sq_add_cos_sq θ
  constructor
  · rw [a1, a2, b1, b2]
    simp only [Matrix.sub_apply, Matrix.mul_apply, Fin.sum_univ_two]
    linear_combination (-((A 0 0 - A 1 1) * B 0 1 - (B 0 0 - B 1 1) * A 0 1)
      * (Real.sin θ ^ 2 + Real.cos θ ^ 2 + 1)) * hp
  · unfold anisotropy
    rw [a1, a2]
    linear_combination (((A 0 0 - A 1 1) ^ 2 + 4 * A 0 1 ^ 2)
      * (Real.sin θ ^ 2 + Real.cos θ ^ 2 + 1)) * hp

/-- The Jacobi angle, half the polar angle of the point (gap, twice the coupling), removes the
coupling of a symmetric matrix. -/
theorem jacobi_angle {A : Matrix (Fin 2) (Fin 2) ℝ} (hA : A.IsSymm) :
    rotated (Complex.arg ⟨A 0 0 - A 1 1, 2 * A 0 1⟩ / 2) A 0 1 = 0 := by
  rw [(rotated_entries _ hA).1]
  let z : ℂ := ⟨A 0 0 - A 1 1, 2 * A 0 1⟩
  change A 0 1 * (Real.cos (z.arg / 2) ^ 2 - Real.sin (z.arg / 2) ^ 2)
    - (A 0 0 - A 1 1) * (Real.cos (z.arg / 2) * Real.sin (z.arg / 2)) = 0
  have h1 : ‖z‖ * Real.cos z.arg = A 0 0 - A 1 1 := Complex.norm_mul_cos_arg z
  have h2 : ‖z‖ * Real.sin z.arg = 2 * A 0 1 := Complex.norm_mul_sin_arg z
  have hd : 2 * (z.arg / 2) = z.arg := by ring
  have hc := Real.cos_two_mul (z.arg / 2)
  have hs := Real.sin_two_mul (z.arg / 2)
  rw [hd] at hc hs
  have hp := Real.sin_sq_add_cos_sq (z.arg / 2)
  -- pass to the double angle
  have e1 : Real.cos (z.arg / 2) ^ 2 - Real.sin (z.arg / 2) ^ 2 = Real.cos z.arg := by
    linarith
  have e2 : Real.cos (z.arg / 2) * Real.sin (z.arg / 2) = Real.sin z.arg / 2 := by
    linarith
  rw [e1, e2]
  linear_combination (Real.sin z.arg / 2) * h1 - (Real.cos z.arg / 2) * h2

/-- One plane rotation diagonalizes a whole family of real symmetric 2 by 2 matrices if and only
if the matrices commute pairwise. -/
theorem family_diagonalizable_iff {ι : Type*} (A : ι → Matrix (Fin 2) (Fin 2) ℝ)
    (hA : ∀ i, (A i).IsSymm) :
    (∃ θ, ∀ i, (rotated θ (A i)).IsDiag) ↔ ∀ i j, A i * A j = A j * A i := by
  constructor
  · rintro ⟨θ, h⟩ i j
    have hi : rotated θ (A i) 0 1 = 0 := h i (by decide)
    have hj : rotated θ (A j) 0 1 = 0 := h j (by decide)
    rw [commute_iff_entry (hA i) (hA j), (rotation_invariants θ (hA i) (hA j)).1, hi, hj]
    ring
  · intro h
    -- it is enough to remove the upper couplings
    suffices hs : ∃ θ, ∀ i, rotated θ (A i) 0 1 = 0 by
      obtain ⟨θ, hθ⟩ := hs
      refine ⟨θ, fun i => ?_⟩
      have h10 : rotated θ (A i) 1 0 = 0 := (rotated_entries θ (hA i)).2.1.trans (hθ i)
      have hall : ∀ k l : Fin 2, k ≠ l → rotated θ (A i) k l = 0 :=
        Fin.forall_fin_two.2
          ⟨Fin.forall_fin_two.2 ⟨fun hn => absurd rfl hn, fun _ => hθ i⟩,
            Fin.forall_fin_two.2 ⟨fun _ => h10, fun hn => absurd rfl hn⟩⟩
      exact fun k l hkl => hall k l hkl
    by_cases hk : ∃ k, anisotropy (A k) ≠ 0
    · -- the Jacobi angle of one anisotropic member serves all the others
      obtain ⟨k, hk⟩ := hk
      refine ⟨Complex.arg ⟨A k 0 0 - A k 1 1, 2 * A k 0 1⟩ / 2, fun i => ?_⟩
      have h0 := jacobi_angle (hA k)
      obtain ⟨hc, ha⟩ := rotation_invariants
        (Complex.arg ⟨A k 0 0 - A k 1 1, 2 * A k 0 1⟩ / 2) (hA k) (hA i)
      rw [(commute_iff_entry (hA k) (hA i)).1 (h k i), h0, mul_zero, sub_zero] at hc
      refine (mul_eq_zero.1 hc.symm).resolve_left fun hg => hk ?_
      rw [← ha, anisotropy, hg, h0]
      ring
    · push Not at hk
      refine ⟨0, fun i => ?_⟩
      have hi := hk i
      unfold anisotropy at hi
      have hb : A i 0 1 = 0 := by
        apply pow_eq_zero_iff (two_ne_zero) |>.1
        nlinarith [sq_nonneg (A i 0 0 - A i 1 1), sq_nonneg (A i 0 1)]
      rw [(rotated_entries 0 (hA i)).1, hb, Real.sin_zero]
      ring

/-- A single plane rotation diagonalizes two real symmetric 2 by 2 matrices if and only if they
commute. -/
theorem pair_diagonalizable_iff {A B : Matrix (Fin 2) (Fin 2) ℝ}
    (hA : A.IsSymm) (hB : B.IsSymm) :
    (∃ θ, (rotated θ A).IsDiag ∧ (rotated θ B).IsDiag) ↔ A * B = B * A := by
  have key := family_diagonalizable_iff ![A, B] (Fin.forall_fin_two.2 ⟨hA, hB⟩)
  constructor
  · rintro ⟨θ, ha, hb⟩
    exact key.1 ⟨θ, Fin.forall_fin_two.2 ⟨ha, hb⟩⟩ 0 1
  · intro h
    obtain ⟨θ, hθ⟩ := key.2 (Fin.forall_fin_two.2
      ⟨Fin.forall_fin_two.2 ⟨rfl, h⟩, Fin.forall_fin_two.2 ⟨h.symm, rfl⟩⟩)
    exact ⟨θ, hθ 0, hθ 1⟩

/-- At every angle the commutator element bounds the residual coupling of two symmetric matrices
through their total anisotropy. -/
theorem commutator_sq_le (θ : ℝ) {A B : Matrix (Fin 2) (Fin 2) ℝ}
    (hA : A.IsSymm) (hB : B.IsSymm) :
    ((A * B - B * A) 0 1) ^ 2 ≤
      residual θ A B * (anisotropy A + anisotropy B - 4 * residual θ A B) := by
  obtain ⟨hc, ha⟩ := rotation_invariants θ hA hB
  have hb := (rotation_invariants θ hB hA).2
  rw [hc, ← ha, ← hb]
  unfold residual anisotropy
  -- the difference of the two sides is a perfect square
  nlinarith [sq_nonneg ((rotated θ A 0 0 - rotated θ A 1 1) * rotated θ A 0 1
    + (rotated θ B 0 0 - rotated θ B 1 1) * rotated θ B 0 1)]

/-- For non-commuting symmetric matrices the residual coupling is at least a positive bound that
does not depend on the rotation angle. -/
theorem residual_lower_bound {A B : Matrix (Fin 2) (Fin 2) ℝ}
    (hA : A.IsSymm) (hB : B.IsSymm) (h : A * B ≠ B * A) :
    0 < ((A * B - B * A) 0 1) ^ 2 / (anisotropy A + anisotropy B) ∧
    ∀ θ, ((A * B - B * A) 0 1) ^ 2 / (anisotropy A + anisotropy B) ≤ residual θ A B := by
  have hk : 0 < ((A * B - B * A) 0 1) ^ 2 :=
    sq_pos_of_ne_zero fun h0 => h ((commute_iff_entry hA hB).2 h0)
  have hS : 0 < anisotropy A + anisotropy B := by
    have h0 : 0 ≤ anisotropy A + anisotropy B := by unfold anisotropy; positivity
    refine lt_of_le_of_ne h0 fun he => ?_
    have hb := commutator_sq_le 0 hA hB
    rw [← he] at hb
    nlinarith [sq_nonneg (residual 0 A B)]
  refine ⟨div_pos hk hS, fun θ => ?_⟩
  rw [div_le_iff₀ hS]
  nlinarith [commutator_sq_le θ hA hB, sq_nonneg (residual θ A B)]

/-- For the Pauli matrices σz and σx the residual coupling is one at every angle, and the bound of
`commutator_sq_le` holds with equality. -/
theorem pauli_residual (θ : ℝ) :
    let Z : Matrix (Fin 2) (Fin 2) ℝ := !![1, 0; 0, -1]
    let X : Matrix (Fin 2) (Fin 2) ℝ := !![0, 1; 1, 0]
    residual θ Z X = 1 ∧ ((Z * X - X * Z) 0 1) ^ 2 =
      residual θ Z X * (anisotropy Z + anisotropy X - 4 * residual θ Z X) := by
  intro Z X
  have hZ : Z.IsSymm := by
    ext i j
    fin_cases i <;> fin_cases j <;> simp [Z]
  have hX : X.IsSymm := by
    ext i j
    fin_cases i <;> fin_cases j <;> simp [X]
  have hr : residual θ Z X = 1 := by
    have hp := Real.sin_sq_add_cos_sq θ
    rw [residual, (rotated_entries θ hZ).1, (rotated_entries θ hX).1]
    simp only [show Z 0 0 = 1 from rfl, show Z 0 1 = 0 from rfl, show Z 1 1 = -1 from rfl,
      show X 0 0 = 0 from rfl, show X 0 1 = 1 from rfl, show X 1 1 = 0 from rfl]
    linear_combination (Real.sin θ ^ 2 + Real.cos θ ^ 2 + 1) * hp
  refine ⟨hr, ?_⟩
  rw [hr]
  simp only [anisotropy, Matrix.sub_apply, Matrix.mul_apply, Fin.sum_univ_two,
    show Z 0 0 = 1 from rfl, show Z 0 1 = 0 from rfl, show Z 1 1 = -1 from rfl,
    show X 0 0 = 0 from rfl, show X 0 1 = 1 from rfl, show X 1 1 = 0 from rfl]
  norm_num

end

end JointPairRotation
```

```lean
#print axioms JointPairRotation.pair_diagonalizable_iff
#print axioms JointPairRotation.residual_lower_bound
#print axioms JointPairRotation.pauli_residual
```

```
'JointPairRotation.pair_diagonalizable_iff' depends on axioms: [propext, Classical.choice, Quot.sound]
'JointPairRotation.residual_lower_bound' depends on axioms: [propext, Classical.choice, Quot.sound]
'JointPairRotation.pauli_residual' depends on axioms: [propext, Classical.choice, Quot.sound]
```

## Reading the theorems and their limits

`planeRotation θ` has the rotated orbitals as its columns, and `rotated θ A` is RᵀAR, which fixes the sign of the angle. The hypothesis `IsSymm` expresses that a real Hermitian operator such as x has a symmetric matrix in real orbitals. `IsDiag` says that every off-diagonal element is zero. `residual` counts each upper coupling once; a code that sums over both triangles obtains twice this value.

`pair_diagonalizable_iff` is the criterion in the title. `family_diagonalizable_iff` states it for a family with any index type, so x, y and z together are included. Both assert that an angle exists; the explicit formula is in `jacobi_angle`, where `Complex.arg` plays the part of atan2(2a, g). `residual_lower_bound` states that the floor is positive and that it holds for all θ.

The proofs follow the derivation closely. `rotated_entries` expands the matrix products and leaves the identities to `ring`. `commute_iff_entry` reduces commutation to K = 0. `rotation_invariants` proves both invariants for symmetric matrices with `linear_combination`, using sin² θ + cos² θ = 1 multiplied by sin² θ + cos² θ + 1, because the identities contain the square of that sum. `jacobi_angle` takes the polar form of g + 2ia and passes to the double angle.

In `family_diagonalizable_iff`, the forward direction inserts two zero couplings into the first invariant. The reverse direction splits on whether some member has non-zero anisotropy; if one has, `mul_eq_zero` turns g′b′ = 0 into b′ = 0. The pair theorem applies this result to the family `![A, B]`. In `commutator_sq_le`, `nlinarith` receives the perfect square from the Cauchy–Schwarz step, and `residual_lower_bound` then carries out the division. `pauli_residual` evaluates the example at an arbitrary angle.

The theorems concern exact real numbers and one pair of real orbitals. They give no rounding tolerance for deciding whether K is zero, no formula for the angle that minimizes r when K ≠ 0, and no convergence result for repeated sweeps. Complex orbitals, which call for unitary rotations, are not covered. A positive floor for one pair also says little about a larger orbital set: matrices that commute in the full set can have 2×2 blocks that do not, and later rotations with other orbitals may still remove the coupling.
